# The propagator of a spin 1/2 coupled to other spins 1/2 only through IzSz terms is diagonal in the product basis

A central spin 1/2 is coupled to a finite set of passive spins 1/2 by the Hamiltonian H = Σₖ 2πJₖ Iz Sₖz, with real Jₖ, no Zeeman terms and no couplings among the passive spins. The theorem `propagator_eq` states that exp(−itH) is a diagonal matrix in the product basis, for every real t. Its entry at a state with central quantum number m = ±1/2 and passive configuration σ is exp(−itmΩ), where Ω = Σₖ 2πJₖmₖ is the offset of the multiplet line selected by σ and mₖ = ±1/2 are the passive quantum numbers. The attempt first shows that H itself is diagonal, then takes the exponential inside the diagonal, and finally compares the entries one state at a time.

As first written in Lean, the proof fails:

```lean
import Mathlib

open Matrix NormedSpace
open scoped Kronecker Real

namespace PropagatorEq

noncomputable section

variable {ι : Type*} [Fintype ι] [DecidableEq ι]

/-- The magnetic quantum number, 1/2 or -1/2, of the two states of a spin 1/2. -/
def mz : Fin 2 → ℝ := ![1 / 2, -1 / 2]

/-- The operator Iz of the central spin in the product basis. -/
def Iz (ι : Type*) [Fintype ι] [DecidableEq ι] :
    Matrix (Fin 2 × (ι → Fin 2)) (Fin 2 × (ι → Fin 2)) ℂ :=
  diagonal fun s => (mz s.1 : ℂ)

/-- The operator Sz of the passive spin `k` in the product basis. -/
def Sz (k : ι) : Matrix (Fin 2 × (ι → Fin 2)) (Fin 2 × (ι → Fin 2)) ℂ :=
  diagonal fun s => (mz (s.2 k) : ℂ)

/-- The weak-coupling Hamiltonian: the sum over `k` of 2π J_k Iz S_kz. -/
def hamiltonian (J : ι → ℝ) : Matrix (Fin 2 × (ι → Fin 2)) (Fin 2 × (ι → Fin 2)) ℂ :=
  ∑ k, ((2 * π * J k : ℝ) : ℂ) • (Iz ι * Sz k)

/-- The propagator U = exp(-itH). -/
def propagator (J : ι → ℝ) (t : ℝ) :
    Matrix (Fin 2 × (ι → Fin 2)) (Fin 2 × (ι → Fin 2)) ℂ :=
  NormedSpace.exp ((-(Complex.I * t)) • hamiltonian J)

/-- The angular frequency of the multiplet line selected by the passive configuration `σ`. -/
def offset (J : ι → ℝ) (σ : ι → Fin 2) : ℝ := ∑ k, 2 * π * J k * mz (σ k)

/-- The propagator is diagonal: each product state acquires the phase set by the
central quantum number times the offset of its multiplet line. -/
theorem propagator_eq (J : ι → ℝ) (t : ℝ) :
    propagator J t = diagonal fun s =>
      Complex.exp (-(Complex.I * t) * ((mz s.1 * offset J s.2 : ℝ) : ℂ)) := by
  have hH : hamiltonian J = diagonal fun s => ((mz s.1 * offset J s.2 : ℝ) : ℂ) := by
    ext s r
    by_cases h : s = r
    · subst h
      simp only [hamiltonian, Iz, Sz, diagonal_mul_diagonal, Matrix.sum_apply,
        Matrix.smul_apply, diagonal_apply_eq, smul_eq_mul, offset]
      push_cast
      rw [Finset.mul_sum]
      exact Finset.sum_congr rfl fun k _ => by ring
    · simp only [hamiltonian, Iz, Sz, diagonal_mul_diagonal, Matrix.sum_apply,
        Matrix.smul_apply, diagonal_apply_ne _ h, smul_zero, Finset.sum_const_zero]
  rw [propagator, hH, ← diagonal_smul, Matrix.exp_diagonal]
  congr 1
  funext s
  rw [Pi.exp_apply, ← Complex.exp_eq_exp_ℂ]
  rfl

end

end PropagatorEq
```

Lean reports:

```
Main.lean:55:6: error(lean.unknownIdentifier): Unknown identifier `Pi.exp_apply`
Main.lean:40:76: error: unsolved goals
ι : Type u_1
inst✝¹ : Fintype ι
inst✝ : DecidableEq ι
J : ι → ℝ
t : ℝ
hH : hamiltonian J = diagonal fun s => ↑(mz s.1 * offset J s.2)
s : Fin 2 × (ι → Fin 2)
⊢ exp (-(Complex.I * ↑t) • fun s => ↑(mz s.1 * offset J s.2)) s =
    Complex.exp (-(Complex.I * ↑t) * ↑(mz s.1 * offset J s.2))
```

Lean accepts the file once it reads:

```diff
@@ -53,5 +53,8 @@
   congr 1
   funext s
-  rw [Pi.exp_apply, ← Complex.exp_eq_exp_ℂ]
+  -- evaluation at a basis state is a continuous ring homomorphism
+  refine (NormedSpace.map_exp (Pi.evalRingHom (fun _ : Fin 2 × (ι → Fin 2) => ℂ) s)
+    (continuous_apply s) _).trans ?_
+  rw [Complex.exp_eq_exp_ℂ]
   rfl
 
```

The first message says that Lean knows no lemma called `Pi.exp_apply` here. The second is a consequence: the rewrite fails, and the goal it was meant to treat stays open. On the left of that goal a whole function of the basis state is exponentiated and then evaluated at `s`; on the right is the complex exponential of the value at `s`. The missing step is that evaluation may be taken inside the exponential.

The repair gets this step from `NormedSpace.map_exp`, which carries a continuous ring homomorphism through the exponential. The homomorphism is evaluation at `s`, `Pi.evalRingHom`, and `continuous_apply s` gives its continuity. `.trans ?_` leaves the equality between the exponential of the evaluated function and the right-hand side.

`Complex.exp_eq_exp_ℂ`, now used from left to right, turns `Complex.exp` on the right into the general exponential, so both sides use the same one, and `rfl` closes the goal. The messages do not show whether the old direction would also have worked. The added comment only explains the step.
